# For q² ≠ 1, screening with α = 1 makes the structure constants −q^|m−n| between different sites of a finite chain tridiagonal

If long-ranged structure constants are cut off before they are screened, the screened ones come out wrong. In the linear muffin-tin orbital (LMTO) method, structure constants describe how the tail of an orbital on one site expands around the other sites. Take three sites in a row, with bare constants $-q$ between neighbours, $-q^2$ between the two ends and zero on site, and call their matrix $S$. Discarding the end-to-end entry $-q^2$ and then forming $S(1-S)^{-1}$ gives a coupling $q^2/(1-2q^2)$ between the ends, and at $q^2=1/2$ the inverse does not exist at all. If the entry is kept, the screened coupling between the ends is exactly zero for every $q^2\neq1$.

## The screened matrix in closed form

Number the sites of an open chain $0,\dots,N-1$, with one orbital on each. For a complex number $q$, let the bare structure constants be

$$S_{mn}=-q^{|m-n|}\quad(m\neq n),\qquad S_{nn}=0 .$$

For $0<|q|<1$ they decay exponentially with distance, like the tail of an orbital at negative energy in one dimension. Let $z_n$ be the number of nearest neighbours of site $n$: two inside the chain, one at an end, and none if the chain has a single site. If $q^2\neq1$, then $1-S$ is invertible and

$$\left[S(1-S)^{-1}\right]_{mn}=\begin{cases} z_n q^2/(1-q^2), & m=n,\\ -q/(1-q^2), & |m-n|=1,\\ 0, & |m-n|>1.\end{cases}$$

This is the LMTO screening transformation $S\mapsto S(1-\alpha S)^{-1}$ at $\alpha=1$. The screening constant $\alpha$ sets how strongly each site responds to the tails that arrive from the others. Its value here is tuned to the strength of the bare constants: for constants $sS$ of strength $s$, the condition is $\alpha s=1$.

The excluded values $q=\pm1$ describe tails that do not decay. All entries of $1-S$ then have modulus one and its rows are proportional, so for $N\ge2$ it has no inverse.

## Sparse storage and cluster inversion

Tight-binding LMTO codes compute screened structure constants by inverting a matrix on a finite cluster, and then store only the couplings within a short range. For a finite one-orbital chain with the geometric law above, screened with $\alpha=1$, cutting the screened matrix after nearest neighbours loses nothing.

The formula also supplies reference values for a screening routine that is fed with this chain. For $N\ge3$ the on-site entries are $q^2/(1-q^2)$ at the two ends and $2q^2/(1-q^2)$ elsewhere. The ends of the cluster therefore show up only in their own on-site entries.

## Inverting 1 − S by a tridiagonal matrix

The diagonal of $1-S$ is $1=q^0$, so the on-site entries complete the geometric law:

$$(1-S)_{mn}=q^{|m-n|}\quad\text{for all } m,n .$$

Let $T$ be the tridiagonal matrix with $T_{nn}=1-q^2+z_nq^2$ and $-q$ between nearest neighbours. Write $\ell=1$ if site $n$ has a left neighbour and $\ell=0$ otherwise, and define $r$ in the same way for the right neighbour. Then $z_n=\ell+r$, and column $n$ of $T$ contributes at most three terms:

$$[(1-S)T]_{mn}=q^{|m-n|}(1-q^2+z_nq^2)-r\,q\,q^{|m-n-1|}-\ell\,q\,q^{|m-n+1|}.$$

- **$m<n$.** Put $n=m+d+1$ with $d\ge0$. The left neighbour exists, so $\ell=1$ and the first bracket is $1+rq^2$. The sum is $q^{d+1}(1+rq^2)-r\,q^{d+3}-q^{d+1}=0$.
- **$m=n$.** Each neighbour subtracts $q\cdot q=q^2$, which leaves $1-q^2+z_nq^2-z_nq^2=1-q^2$.
- **$m>n$.** Put $m=n+d+1$. Now $r=1$, and the sum is $q^{d+1}(1+\ell q^2)-q^{d+1}-\ell\,q^{d+3}=0$.

Hence $(1-S)T=(1-q^2)\,1$. For $q^2\neq1$ the matrix $R=T/(1-q^2)$ is a right inverse of $1-S$, and for square matrices a right inverse is the inverse. Since $S=1-(1-S)$,

$$S(1-S)^{-1}=SR=R-(1-S)R=R-1 .$$

Off the diagonal this is $T_{mn}/(1-q^2)$. On the diagonal it is

$$\frac{1-q^2+z_nq^2}{1-q^2}-1=\frac{z_nq^2}{1-q^2}.$$

For the converse, let $N\ge2$ and $q^2=1$, so that $(1-S)T=0$. If $1-S$ were invertible, $T$ would vanish. Its entry $T_{01}=-q$ would then give $q=0$, which contradicts $q^2=1$.

For strength $s$ with $\alpha s=1$, one has $sS(1-\alpha sS)^{-1}=s\,S(1-S)^{-1}$, so every screened entry is multiplied by $s$.

## The Lean file

```lean
import Mathlib

open Matrix

namespace LMTOScreening

noncomputable section

/-- The separation |m - n| of two sites of a chain, in lattice spacings. -/
def sep (m n : ℕ) : ℕ := ((m : ℤ) - (n : ℤ)).natAbs

/-- Bare structure constants of a chain of `N` sites: zero on site and
`-q ^ |m - n|` between different sites. -/
def bare (N : ℕ) (q : ℂ) : Matrix (Fin N) (Fin N) ℂ :=
  Matrix.of fun m n => if m = n then 0 else -q ^ sep m.val n.val

/-- The LMTO screening transformation `S (1 - α S)⁻¹` with a site-independent screening
constant `α`, for `1 - α S` invertible. -/
def screened {N : ℕ} (α : ℂ) (S : Matrix (Fin N) (Fin N) ℂ) : Matrix (Fin N) (Fin N) ℂ :=
  S * (1 - α • S)⁻¹

/-- The number of nearest neighbours of site `n` in an open chain of `N` sites,
numbered from zero. -/
def coordination (N n : ℕ) : ℕ := (if 0 < n then 1 else 0) + (if n + 1 < N then 1 else 0)

/-- A tridiagonal matrix with `-q` between nearest neighbours and `1 - q² + z q²` on a site
with `z` neighbours. -/
def shortRange (N : ℕ) (q : ℂ) : Matrix (Fin N) (Fin N) ℂ :=
  Matrix.of fun m n =>
    if m = n then 1 - q ^ 2 + (coordination N n.val : ℂ) * q ^ 2
    else if sep m.val n.val = 1 then -q else 0

/-- A sum over the chain that picks out position `j` gives the summand if `j` lies in the
chain, and zero otherwise. -/
theorem sum_site (N j : ℕ) (c : ℂ) :
    ∑ k : Fin N, (if k.val = j then c else 0) = if j < N then c else 0 :=
  (Fin.sum_univ_eq_sum_range (fun k => if k = j then c else 0) N).trans (by simp)

/-- A sum over the chain that picks out the left neighbour of site `n` gives the summand if
`n` is not the first site, and zero otherwise. -/
theorem sum_left {N : ℕ} (n : Fin N) (c : ℂ) :
    ∑ k : Fin N, (if k.val + 1 = n.val then c else 0) = if 0 < n.val then c else 0 := by
  have hn := n.isLt
  rcases Nat.eq_zero_or_pos n.val with h | h
  · simp [h]
  · have e : ∀ k : Fin N, (if k.val + 1 = n.val then c else 0)
        = if k.val = n.val - 1 then c else 0 := fun k => if_congr (by omega) rfl rfl
    rw [Finset.sum_congr rfl (fun k _ => e k), sum_site, if_pos h,
      if_pos (show n.val - 1 < N by omega)]

/-- The matrix `1 - S` has the entries `q ^ |m - n|`, on the diagonal as well. -/
theorem one_sub_bare_apply {N : ℕ} (q : ℂ) (m n : Fin N) :
    (1 - bare N q) m n = q ^ sep m.val n.val := by
  by_cases h : m = n
  · subst h
    simp [bare, sep]
  · simp [bare, h]

/-- The product of `1 - S` with the tridiagonal matrix `shortRange` is `1 - q²` times the
identity. -/
theorem one_sub_bare_mul_shortRange (N : ℕ) (q : ℂ) :
    (1 - bare N q) * shortRange N q = (1 - q ^ 2) • (1 : Matrix (Fin N) (Fin N) ℂ) := by
  ext m n
  have hm := m.isLt
  have hn := n.isLt
  -- only site n and its two neighbours contribute
  have split : ∀ k : Fin N, (1 - bare N q) m k * shortRange N q k n =
      (if k.val = n.val then q ^ sep m.val n.val *
        (1 - q ^ 2 + (coordination N n.val : ℂ) * q ^ 2) else 0)
      + (if k.val = n.val + 1 then -q * q ^ sep m.val (n.val + 1) else 0)
      + (if k.val + 1 = n.val then -q * q ^ sep m.val (n.val - 1) else 0) := by
    intro k
    rw [one_sub_bare_apply]
    simp only [shortRange, Matrix.of_apply]
    by_cases h0 : k = n
    · subst h0
      simp
    have h0v : ¬ k.val = n.val := fun e => h0 (Fin.ext e)
    by_cases h1 : k.val = n.val + 1
    · have h2 : ¬ k.val + 1 = n.val := by omega
      have s : sep k.val n.val = 1 := by unfold sep; omega
      rw [if_neg h0, if_pos s, if_neg h0v, if_pos h1, if_neg h2, h1]
      ring
    by_cases h2 : k.val + 1 = n.val
    · have s : sep k.val n.val = 1 := by unfold sep; omega
      have e : n.val - 1 = k.val := by omega
      rw [if_neg h0, if_pos s, if_neg h0v, if_neg h1, if_pos h2, e]
      ring
    · have s : ¬ sep k.val n.val = 1 := by unfold sep; omega
      rw [if_neg h0, if_neg s, if_neg h0v, if_neg h1, if_neg h2]
      ring
  rw [Matrix.mul_apply, Finset.sum_congr rfl (fun k _ => split k), Finset.sum_add_distrib,
    Finset.sum_add_distrib, sum_site, sum_site, sum_left, if_pos hn, Matrix.smul_apply,
    Matrix.one_apply, smul_eq_mul]
  rcases lt_trichotomy m.val n.val with h | h | h
  · -- m to the left of n: the left neighbour of n exists
    obtain ⟨d, hd⟩ : ∃ d, n.val = m.val + d + 1 := ⟨n.val - m.val - 1, by omega⟩
    have s0 : sep m.val n.val = d + 1 := by unfold sep; omega
    have s1 : sep m.val (n.val + 1) = d + 2 := by unfold sep; omega
    have s2 : sep m.val (n.val - 1) = d := by unfold sep; omega
    have hp : 0 < n.val := by omega
    have hne : ¬ m = n := fun e => by rw [e] at h; omega
    simp only [s0, s1, s2, coordination, hp, hne, ↓reduceIte]
    split_ifs <;> push_cast <;> ring
  · have hmn : m = n := Fin.ext h
    subst hmn
    have s0 : sep m.val m.val = 0 := by unfold sep; omega
    have s1 : sep m.val (m.val + 1) = 1 := by unfold sep; omega
    by_cases hp : 0 < m.val
    · have s2 : sep m.val (m.val - 1) = 1 := by unfold sep; omega
      simp only [s0, s1, s2, coordination, hp, ↓reduceIte]
      split_ifs <;> push_cast <;> ring
    · simp only [s0, s1, coordination, hp, ↓reduceIte]
      split_ifs <;> push_cast <;> ring
  · -- m to the right of n: the right neighbour of n exists
    obtain ⟨d, hd⟩ : ∃ d, m.val = n.val + d + 1 := ⟨m.val - n.val - 1, by omega⟩
    have s0 : sep m.val n.val = d + 1 := by unfold sep; omega
    have s1 : sep m.val (n.val + 1) = d := by unfold sep; omega
    have hr : n.val + 1 < N := by omega
    have hne : ¬ m = n := fun e => by rw [e] at h; omega
    by_cases hp : 0 < n.val
    · have s2 : sep m.val (n.val - 1) = d + 2 := by unfold sep; omega
      simp only [s0, s1, s2, coordination, hp, hr, hne, ↓reduceIte]
      push_cast
      ring
    · simp only [s0, s1, coordination, hp, hr, hne, ↓reduceIte]
      push_cast
      ring

/-- If `R` is a right inverse of `1 - α S`, then `α` times the screened structure constants
equals `R - 1`. -/
theorem smul_screened {N : ℕ} (α : ℂ) (S R : Matrix (Fin N) (Fin N) ℂ)
    (h : (1 - α • S) * R = 1) : α • screened α S = R - 1 := by
  rw [screened, Matrix.inv_eq_right_inv h, ← Matrix.smul_mul]
  calc (α • S) * R = R - (1 - α • S) * R := by rw [sub_mul, one_mul, sub_sub_cancel]
    _ = R - 1 := by rw [h]

/-- For `q² ≠ 1` the matrix `1 - S` is invertible and `S (1 - S)⁻¹` is tridiagonal: it is
`-q / (1 - q²)` between nearest neighbours and `z q² / (1 - q²)` on a site with `z`
neighbours. -/
theorem screened_bare (N : ℕ) (q : ℂ) (hq : q ^ 2 ≠ 1) :
    IsUnit (1 - bare N q) ∧ ∀ m n : Fin N, screened 1 (bare N q) m n =
      if m = n then (coordination N n.val : ℂ) * q ^ 2 / (1 - q ^ 2)
      else if sep m.val n.val = 1 then -q / (1 - q ^ 2) else 0 := by
  have hc : 1 - q ^ 2 ≠ 0 := sub_ne_zero.mpr (Ne.symm hq)
  have hi : (1 - q ^ 2)⁻¹ * (1 - q ^ 2) = 1 := inv_mul_cancel₀ hc
  -- the explicit tridiagonal inverse
  have hinv : (1 - bare N q) * ((1 - q ^ 2)⁻¹ • shortRange N q) = 1 := by
    rw [Matrix.mul_smul, one_sub_bare_mul_shortRange, smul_smul, hi, one_smul]
  refine ⟨⟨⟨_, _, hinv, mul_eq_one_comm.mp hinv⟩, rfl⟩, fun m n => ?_⟩
  have e := smul_screened 1 (bare N q) _ (by rw [one_smul]; exact hinv)
  rw [one_smul] at e
  rw [e]
  simp only [Matrix.sub_apply, Matrix.smul_apply, smul_eq_mul, shortRange, Matrix.of_apply,
    Matrix.one_apply]
  split_ifs
  · rw [eq_div_iff hc]
    linear_combination (1 - q ^ 2 + (coordination N n.val : ℂ) * q ^ 2) * hi
  · ring
  · ring

/-- For a chain of at least two sites, `1 - S` is invertible exactly when `q² ≠ 1`. -/
theorem isUnit_one_sub_bare_iff (N : ℕ) (hN : 2 ≤ N) (q : ℂ) :
    IsUnit (1 - bare N q) ↔ q ^ 2 ≠ 1 := by
  refine ⟨fun hu hq => ?_, fun hq => (screened_bare N q hq).1⟩
  -- at q² = 1 the tridiagonal matrix would have to vanish
  have hT : shortRange N q = 0 := hu.mul_left_cancel (by
    rw [one_sub_bare_mul_shortRange, hq, sub_self, zero_smul, mul_zero])
  have e := congrArg (fun M : Matrix (Fin N) (Fin N) ℂ =>
    M ⟨0, by omega⟩ ⟨1, by omega⟩) hT
  have e' : q = 0 := by simpa [shortRange, sep] using e
  simp [e'] at hq

/-- For `q ≠ 0` and `q² ≠ 1`, sites further apart than nearest neighbours have a nonzero bare
structure constant and a vanishing screened one. -/
theorem long_range_removed {N : ℕ} (q : ℂ) (h0 : q ≠ 0) (hq : q ^ 2 ≠ 1) (m n : Fin N)
    (h : 1 < sep m.val n.val) :
    bare N q m n ≠ 0 ∧ screened 1 (bare N q) m n = 0 := by
  have hne : ¬ m = n := fun e => by
    rw [e] at h
    unfold sep at h
    omega
  refine ⟨by simp [bare, hne, h0], ?_⟩
  rw [(screened_bare N q hq).2 m n, if_neg hne, if_neg (by omega)]

/-- Structure constants of strength `s`, screened with a constant `α` such that `α s = 1`,
are `s` times those of unit strength screened with constant one. -/
theorem screened_smul {N : ℕ} (α s : ℂ) (h : α * s = 1) (S : Matrix (Fin N) (Fin N) ℂ) :
    screened α (s • S) = s • screened 1 S := by
  simp only [screened]
  rw [smul_smul, h, Matrix.smul_mul]

end

end LMTOScreening
```

```lean
#print axioms LMTOScreening.isUnit_one_sub_bare_iff
#print axioms LMTOScreening.long_range_removed
#print axioms LMTOScreening.screened_smul
```

```
'LMTOScreening.isUnit_one_sub_bare_iff' depends on axioms: [propext, Classical.choice, Quot.sound]
'LMTOScreening.long_range_removed' depends on axioms: [propext, Classical.choice, Quot.sound]
'LMTOScreening.screened_smul' depends on axioms: [propext, Classical.choice, Quot.sound]
```

## Reading the definitions and theorems

Sites are elements of `Fin N`, numbered from zero as above. `sep` is the distance $|m-n|$, `bare N q` is $S$, and `coordination N n` is $z_n$. `screened α S` is $S(1-\alpha S)^{-1}$, with one complex number `α` for all sites, whereas LMTO texts usually let it depend on angular momentum. The name `shortRange` belongs to the auxiliary matrix $T$, not to the screened structure constants.

`screened_bare` is the main result. Its only hypothesis is `q ^ 2 ≠ 1`, and it holds for every `N`. `IsUnit (1 - bare N q)` says that $1-S$ is invertible, and the second part gives every entry of the screened matrix. The first part matters for the second, because Lean assigns a value to the inverse of a singular matrix too.

`isUnit_one_sub_bare_iff` states that for `2 ≤ N` invertibility is equivalent to $q^2\neq1$. `long_range_removed` compares the two matrices beyond nearest neighbours: for $q\neq0$ and $q^2\neq1$ the bare entry is nonzero and the screened one is zero. Such pairs of sites exist from $N=3$ on. `screened_smul` is the scaling rule, stated for an arbitrary matrix $S$.

## From the three-term sum to the inverse

`one_sub_bare_apply` supplies the entries $q^{|m-n|}$. `sum_site` and `sum_left` evaluate sums over the chain in which a single site contributes, and return zero when that site would lie beyond an end.

The product $(1-S)T$ is computed in `one_sub_bare_mul_shortRange`. The local statement `split` writes each summand as three terms, for site $n$, its right neighbour and its left neighbour. After summation, `lt_trichotomy` separates $m<n$, $m=n$ and $m>n$. The number `d` is the $d$ of the derivation, `omega` settles the distances, and `ring` checks the cancellation of powers. The remaining case distinctions ask whether a neighbour exists, as $\ell$ and $r$ do above.

`smul_screened` is the identity $\alpha S(1-\alpha S)^{-1}=R-1$ for any right inverse $R$ of $1-\alpha S$. In `screened_bare`, `hinv` states that $T/(1-q^2)$ is such a right inverse at $\alpha=1$, and `mul_eq_one_comm` makes it two-sided. The entries are then read off from $R-1$, and `linear_combination` handles the diagonal. The converse in `isUnit_one_sub_bare_iff` cancels the supposedly invertible factor and looks at the entry between sites 0 and 1.

## One orbital per site, a finite chain and a tuned constant

The theorems guarantee the screened entries for every chain length and every complex $q$ with $q^2\neq1$, ends included. They concern complex numbers without rounding and give no error bound for a numerical inversion. For $N\ge2$ such an inversion becomes delicate as $q^2$ approaches 1, where the factor $1/(1-q^2)$ grows without limit.

The value $\alpha=1$ matters. For three sites, $q\neq0$ and any other $\alpha$ for which $1-\alpha S$ is invertible, the screened coupling between the ends is $(\alpha-1)q^2/\det(1-\alpha S)$, which is not zero. This formula is a hand calculation and is not part of the Lean file.

The step to a real crystal is the replacement of the geometric law by actual LMTO structure constants, which in three dimensions carry angular momentum and, in the usual zero-energy form, fall off as powers of the distance. No hypothesis here bears on that step, and strict tridiagonality should not be expected to survive it.

The bound `2 ≤ N` in the equivalence cannot be weakened to $N\ge1$. For a single site and $q=1$, the matrix $S$ is zero and $1-S=1$ is invertible, although $q^2=1$.

A chain that is infinite in both directions would be another model, with $S$ as an operator on square-summable sequences. The condition $q^2\neq1$ would give way to $|q|<1$, which keeps $S$ bounded. There would be no end sites, so every on-site entry would be $2q^2/(1-q^2)$, and the nearest-neighbour entry would stay the same. The finite version was chosen here because a cluster calculation has ends.
